# The Adiabaticity Ratio of a Linear Two-Level Crossing Peaks at v/w²

Let two levels with a constant coupling be swept through each other linearly in time, with the Hamiltonian, in angular-frequency units,

H(t) = ½ [[vt, w], [w, −vt]], v > 0, w > 0.

Here t is time, measured from the centre of the crossing, v is the rate at which the energy difference of the uncoupled states changes, and w is the splitting that the coupling leaves at the centre. The eigenvalues of H(t) differ by

g(t) = √(w² + v²t²),

and the mixing angle θ(t) = arctan(vt/w) obeys

θ′(t)/g(t) ≤ v/w², with equality only at t = 0.

The left-hand side is the adiabaticity ratio: the rate at which the mixing angle changes, which is twice the speed at which the eigenvectors turn, divided by the frequency that separates the levels. It stays below a chosen tolerance throughout the sweep exactly when w²/v is large enough, and so w²/v serves as the adiabaticity parameter of this model.

Such crossings arise when a half-integer quadrupolar nucleus is spin-locked under magic-angle spinning. The first-order quadrupolar splitting changes sign as the rotor turns, and the spin-locked levels approach and avoid each other near each zero. The result describes one such passage in a two-level model with a linear sweep and a constant coupling. If w scales with the radio-frequency amplitude ω₁, and v with the product of the quadrupolar frequency ω_Q and the spinning frequency ω_r, then w²/v scales as ω₁²/(ω_Q ω_r).

## From the levels to the rate of turning

Write a = vt/2 and b = w/2, so that H = [[a, b], [b, −a]]. Suppose that the vector (x₀, x₁) is an eigenvector with eigenvalue μ:

a x₀ + b x₁ = μ x₀
b x₀ − a x₁ = μ x₁.

Multiply the first equation by μ + a and the second by b, and add. The terms in x₁ cancel, as do the terms aμ x₀ on the two sides, which leaves

(a² + b²) x₀ = μ² x₀.

Multiplying the first equation by b and the second by μ − a gives, in the same way, (a² + b²) x₁ = μ² x₁. An eigenvector has at least one nonzero component, hence

μ² = a² + b² = (w² + v²t²)/4 = g²/4,

and μ = ±g/2. Both values occur. For either sign the vector (b, μ − a) satisfies the first equation, since ab + b(μ − a) = μb, and the second, since b² − a(μ − a) = a² + b² − aμ = μ(μ − a). It is nonzero because b > 0. Its squared length is 2μ(μ − a), so the normalised eigenvector is (b, μ − a)/√(2μ(μ − a)). The gap between the levels is therefore g.

Next, the mixing angle has to be tied to the eigenstates. From cos(arctan x) = 1/√(1 + x²), sin(arctan x) = x/√(1 + x²) and g = w√(1 + v²t²/w²), it follows that

g cos θ = w, g sin θ = vt.

Put φ = π/4 − θ/2. Then 2φ = π/2 − θ, so sin θ = cos 2φ and cos θ = sin 2φ, and the Hamiltonian becomes

H = (g/2) [[cos 2φ, sin 2φ], [sin 2φ, −cos 2φ]].

Applied to (cos φ, sin φ), it gives

(g/2)(cos 2φ cos φ + sin 2φ sin φ, sin 2φ cos φ − cos 2φ sin φ) = (g/2)(cos φ, sin φ).

The upper eigenvector thus points along φ. It is (1, 1)/√2 at the centre of the crossing, and it turns from the second basis state towards the first as t runs from large negative to large positive values. Since φ′ = −θ′/2, the eigenvector turns at half the rate of θ.

The chain rule gives that rate:

θ′ = (v/w)/(1 + v²t²/w²) = vw/(w² + v²t²) = vw/g².

Dividing by the gap,

θ′/g = vw/g³.

At t = 0 the gap equals w, and the ratio is vw/w³ = v/w². At any other time v²t² > 0, so g > w, g³ > w³ and vw/g³ < v/w². This proves both the bound and its equality case.

Now let ε > 0 be a tolerance. If θ′/g ≤ ε at all times, then in particular v/w² ≤ ε at t = 0. Conversely, if v/w² ≤ ε, the bound carries this to every t. Taking reciprocals of positive numbers,

θ′/g ≤ ε for all t ⟺ w²/v ≥ 1/ε.

The limit of weak coupling shows where the ratio is concentrated. As w → 0 at fixed v, the peak v/w² grows without bound, while at any fixed t ≠ 0 the gap tends to v|t| and the ratio vw/g³ tends to zero. The turning of the eigenstates is then confined to a short interval around the centre, of duration about w/v.

## The crossing as a real 2×2 matrix

The development opens with the library import and a namespace.

In Lean 4 with Mathlib:

```lean
import Mathlib

open Matrix

namespace SpinLockCrossing

noncomputable section
```

The Hamiltonian is a matrix with real entries, whose rows and columns are indexed by `Fin 2`, that is, by 0 and 1. Its arguments `v`, `w` and `t` are real numbers. The factors of one half are part of the definition, so that `w` is the full splitting at the centre and not half of it.

```lean
/-- Two-level Hamiltonian of a linear level crossing with sweep rate `v` and coupling `w`,
in angular-frequency units. -/
def crossingH (v w t : ℝ) : Matrix (Fin 2) (Fin 2) ℝ :=
  !![v * t / 2, w / 2; w / 2, -(v * t) / 2]
```

The next definition is only a formula for a frequency. That this frequency is the distance between the levels is proved further on.

```lean
/-- The frequency `√(w² + v²t²)`. -/
def gap (v w t : ℝ) : ℝ := Real.sqrt (w ^ 2 + v ^ 2 * t ^ 2)
```

The mixing angle is defined through the arctangent, which places it between −π/2 and π/2.

```lean
/-- The mixing angle `arctan (v t / w)`. -/
def mixingAngle (v w t : ℝ) : ℝ := Real.arctan (v * t / w)
```

The adiabaticity ratio uses `deriv`, the derivative of the mixing angle as a function of time. The expression vw/g³ is not built in; it has to be derived. The convention is θ′/g. A ratio formed from the turning rate of the eigenvector itself would be half as large in magnitude.

```lean
/-- Rate of change of the mixing angle divided by the gap. -/
def adiabaticityRatio (v w t : ℝ) : ℝ := deriv (mixingAngle v w) t / gap v w t
```

## The two levels and no others

Squaring the gap removes the square root. This needs only that w² + v²t² is non-negative, which `positivity` supplies.

```lean
/-- The squared gap is the sum of the squared coupling and the squared offset. -/
theorem gap_sq (v w t : ℝ) : gap v w t ^ 2 = w ^ 2 + v ^ 2 * t ^ 2 :=
  Real.sq_sqrt (by positivity)
```

The theorem `level_iff` says that a real number μ is an eigenvalue, in the sense that some nonzero real vector x satisfies Hx = μx, if and only if μ is g/2 or −g/2. Restricting to real vectors loses no levels, because H is real and symmetric. The theorem assumes w > 0 and leaves the sign of v free.

In the forward direction, `h0` and `h1` are the two component equations. The statement `key` is the secular equation in factored form, (μ − g/2)(μ + g/2) = 0. It is proved by contradiction: if the product were nonzero, both components of x would vanish. The two `linear_combination` calls carry the multipliers used above, μ + a and b for the first component, b and μ − a for the second, up to an overall sign. In the reverse direction, the proof supplies the unnormalised eigenvector (w/2, μ − vt/2) and checks both rows.

```lean
/-- The energy levels of the crossing Hamiltonian are exactly plus and minus half the gap. -/
theorem level_iff {v w t : ℝ} (hw : 0 < w) (μ : ℝ) :
    (∃ x : Fin 2 → ℝ, x ≠ 0 ∧ crossingH v w t *ᵥ x = μ • x) ↔
      μ = gap v w t / 2 ∨ μ = -(gap v w t / 2) := by
  have hg := gap_sq v w t
  constructor
  · rintro ⟨x, hx, h⟩
    have h0 : v * t / 2 * x 0 + w / 2 * x 1 = μ * x 0 := by
      simpa [crossingH, Matrix.mulVec, dotProduct, Fin.sum_univ_two] using congrFun h 0
    have h1 : w / 2 * x 0 + -(v * t) / 2 * x 1 = μ * x 1 := by
      simpa [crossingH, Matrix.mulVec, dotProduct, Fin.sum_univ_two] using congrFun h 1
    -- the secular equation, obtained by eliminating the amplitudes
    have key : (μ - gap v w t / 2) * (μ + gap v w t / 2) = 0 := by
      by_contra hne
      have a0 : x 0 = 0 := (mul_eq_zero.mp
        (show (μ - gap v w t / 2) * (μ + gap v w t / 2) * x 0 = 0 by
          linear_combination -(μ + v * t / 2) * h0 - w / 2 * h1 - x 0 / 4 * hg)).resolve_left hne
      have a1 : x 1 = 0 := (mul_eq_zero.mp
        (show (μ - gap v w t / 2) * (μ + gap v w t / 2) * x 1 = 0 by
          linear_combination -(w / 2) * h0 + (v * t / 2 - μ) * h1 - x 1 / 4 * hg)).resolve_left hne
      apply hx
      ext i
      fin_cases i
      exacts [a0, a1]
    rcases mul_eq_zero.mp key with h | h
    · left; linarith
    · right; linarith
  · intro h
    have hμ : μ ^ 2 = (w ^ 2 + v ^ 2 * t ^ 2) / 4 := by
      rcases h with h | h <;> rw [h] <;> linear_combination hg / 4
    -- an explicit eigenvector
    refine ⟨![w / 2, μ - v * t / 2], ?_, ?_⟩
    · intro h0
      have h1 : w / 2 = 0 := congrFun h0 0
      linarith
    · ext i
      fin_cases i
      · simp [crossingH, Matrix.mulVec, dotProduct, Fin.sum_univ_two]
        ring
      · simp [crossingH, Matrix.mulVec, dotProduct, Fin.sum_univ_two]
        linear_combination -hμ
```

## The eigenvector that follows the mixing angle

The theorem `gap_components` states g cos θ = w and g sin θ = vt. Its proof first factors w out of the square root, which uses w > 0, and then inserts the formulas for the cosine and sine of an arctangent. After that, the remaining square root is replaced by a nonzero number `r`, which cancels.

```lean
/-- Coupling and offset are the two components of the gap along the mixing angle. -/
theorem gap_components {v w : ℝ} (hw : 0 < w) (t : ℝ) :
    gap v w t * Real.cos (mixingAngle v w t) = w ∧
      gap v w t * Real.sin (mixingAngle v w t) = v * t := by
  have hne : w ≠ 0 := hw.ne'
  have hg : gap v w t = w * Real.sqrt (1 + (v * t / w) ^ 2) := by
    have e : w ^ 2 + v ^ 2 * t ^ 2 = w ^ 2 * (1 + (v * t / w) ^ 2) := by
      field_simp
    rw [gap, e, Real.sqrt_mul (sq_nonneg w), Real.sqrt_sq hw.le]
  have hs : Real.sqrt (1 + (v * t / w) ^ 2) ≠ 0 :=
    (Real.sqrt_pos.mpr (by positivity)).ne'
  rw [hg, mixingAngle, Real.cos_arctan, Real.sin_arctan]
  generalize Real.sqrt (1 + (v * t / w) ^ 2) = r at hs
  constructor <;> field_simp
```

The theorem `upper_state` gives the mixing angle its physical meaning: the vector (cos φ, sin φ) with φ = π/4 − θ/2 is an eigenvector for the upper level g/2. It has unit length, so it is a normalised state. The facts `hs` and `hc` are the double-angle relations sin θ = 2cos²φ − 1 and cos θ = 2 sin φ cos φ. Substituted into the two components of the gap, they express w and vt through g and φ. Each row of the eigenvalue equation then follows by a linear combination, with sin²φ + cos²φ = 1 needed in the first row.

```lean
/-- The upper level has an eigenvector at the angle `π/4 - θ/2`, where `θ` is the mixing angle. -/
theorem upper_state {v w : ℝ} (hw : 0 < w) (t : ℝ) :
    crossingH v w t *ᵥ ![Real.cos (Real.pi / 4 - mixingAngle v w t / 2),
        Real.sin (Real.pi / 4 - mixingAngle v w t / 2)] =
      (gap v w t / 2) • ![Real.cos (Real.pi / 4 - mixingAngle v w t / 2),
        Real.sin (Real.pi / 4 - mixingAngle v w t / 2)] := by
  obtain ⟨hW, hA⟩ := gap_components (v := v) hw t
  -- double-angle formulas express the Hamiltonian through its eigenvector
  have hs : Real.sin (mixingAngle v w t) =
      2 * Real.cos (Real.pi / 4 - mixingAngle v w t / 2) ^ 2 - 1 := by
    rw [← Real.cos_two_mul, ← Real.cos_pi_div_two_sub]
    congr 1
    ring
  have hc : Real.cos (mixingAngle v w t) =
      2 * Real.sin (Real.pi / 4 - mixingAngle v w t / 2) *
        Real.cos (Real.pi / 4 - mixingAngle v w t / 2) := by
    rw [← Real.sin_two_mul, ← Real.sin_pi_div_two_sub]
    congr 1
    ring
  rw [hc] at hW
  rw [hs] at hA
  generalize Real.pi / 4 - mixingAngle v w t / 2 = φ at hW hA ⊢
  have hp := Real.sin_sq_add_cos_sq φ
  ext i
  fin_cases i
  · simp [crossingH, Matrix.mulVec, dotProduct, Fin.sum_univ_two]
    linear_combination -(Real.cos φ / 2) * hA - Real.sin φ / 2 * hW +
      gap v w t * Real.cos φ * hp
  · simp [crossingH, Matrix.mulVec, dotProduct, Fin.sum_univ_two]
    linear_combination -(Real.cos φ / 2) * hW + Real.sin φ / 2 * hA
```

## The rate of turning and its maximum

`HasDerivAt` asserts that the mixing angle is differentiable at t and that its derivative there is vw/g². The proof differentiates vs/w with respect to the time variable s, applies the chain rule for the arctangent, and rewrites 1 + (vt/w)² as (w² + v²t²)/w².

```lean
/-- The mixing angle changes at the rate `v w / g²`, where `g` is the gap. -/
theorem hasDerivAt_mixingAngle {v w : ℝ} (hw : 0 < w) (t : ℝ) :
    HasDerivAt (mixingAngle v w) (v * w / gap v w t ^ 2) t := by
  have hne : w ≠ 0 := hw.ne'
  have hpos : w ^ 2 + v ^ 2 * t ^ 2 ≠ 0 := by positivity
  have h : HasDerivAt (fun s : ℝ => v * s / w) (v / w) t := by
    simpa using ((hasDerivAt_id t).const_mul v).div_const w
  have e : 1 + (v * t / w) ^ 2 = (w ^ 2 + v ^ 2 * t ^ 2) / w ^ 2 := by
    field_simp
  refine h.arctan.congr_deriv ?_
  rw [gap_sq, e]
  field_simp
```

With the derivative known, the ratio takes its closed form vw/g³. The proof substitutes the derivative and merges the two divisions into one.

```lean
/-- The adiabaticity ratio equals `v w / g³`, where `g` is the gap. -/
theorem adiabaticityRatio_eq {v w : ℝ} (hw : 0 < w) (t : ℝ) :
    adiabaticityRatio v w t = v * w / gap v w t ^ 3 := by
  rw [adiabaticityRatio, (hasDerivAt_mixingAngle hw t).deriv, div_div, ← pow_succ]
```

The central theorem has two parts for every real t: the ratio is at most v/w², and it equals v/w² if and only if t = 0. Both v and w are assumed positive. The sign of v matters here. For v = 0 the ratio vanishes at all times and equality holds everywhere, while for v < 0 the number v/w² is the minimum of the ratio. A downward sweep is covered by exchanging the two basis states, which reverses the sign of v.

The proof computes the value at the centre in `h0` and then separates t = 0 from t ≠ 0. In the second case `hlt` is the strict inequality w < g, obtained from the squared gap, and `h3` is its cube. The fractions are compared by cross-multiplication, which reduces the claim to v w³ < v g³.

```lean
/-- The adiabaticity ratio never exceeds `v / w²`, and it reaches this value
only at the centre of the crossing. -/
theorem adiabaticityRatio_le {v w : ℝ} (hv : 0 < v) (hw : 0 < w) (t : ℝ) :
    adiabaticityRatio v w t ≤ v / w ^ 2 ∧
      (adiabaticityRatio v w t = v / w ^ 2 ↔ t = 0) := by
  have hne : w ≠ 0 := hw.ne'
  have h0 : adiabaticityRatio v w 0 = v / w ^ 2 := by
    have hg : gap v w 0 = w := by simp [gap, Real.sqrt_sq hw.le]
    rw [adiabaticityRatio_eq hw, hg]
    field_simp
  by_cases ht : t = 0
  · subst ht
    exact ⟨h0.le, by simp [h0]⟩
  · -- away from the centre the gap is strictly larger than the coupling
    have hg0 : 0 < gap v w t := Real.sqrt_pos.mpr (by positivity)
    have hlt : w < gap v w t := by
      have hp : 0 < v ^ 2 * t ^ 2 := by positivity
      have hq := gap_sq v w t
      nlinarith
    have h3 : w ^ 3 < gap v w t ^ 3 := pow_lt_pow_left₀ hlt hw.le (by norm_num)
    have hs : adiabaticityRatio v w t < v / w ^ 2 := by
      rw [adiabaticityRatio_eq hw, div_lt_div_iff₀ (by positivity) (by positivity)]
      calc v * w * w ^ 2 = v * w ^ 3 := by ring
        _ < v * gap v w t ^ 3 := mul_lt_mul_of_pos_left h3 hv
    exact ⟨hs.le, fun h => absurd h hs.ne, fun h => absurd h ht⟩
```

## A tolerance for the whole sweep

The last theorem turns the bound into a criterion. For a positive tolerance ε, the ratio is at most ε at every real time if and only if 1/ε ≤ w²/v. The sweep rate and the coupling enter only through w²/v, which is dimensionless, since v is a frequency squared and w a frequency.

The equivalence `e` rewrites v/w² ≤ ε as the condition on w²/v. One direction then evaluates the hypothesis at t = 0, where the ratio attains its maximum, and the other combines the bound at each t with v/w² ≤ ε.

The criterion concerns the instantaneous eigenstates of H(t). The time-dependent Schrödinger equation does not enter, so ε is a tolerance on the ratio θ′/g and not on the population that leaves the initial level. The model also has a single pair of levels, a coupling that does not change during the passage, and no relaxation. A spin-locked quadrupolar nucleus has more levels and meets several crossings in each rotor period, and the two-level description has to be justified for each of them separately.

```lean
/-- The adiabaticity ratio stays within a tolerance `ε` throughout the sweep
exactly when `w² / v` is at least `1 / ε`. -/
theorem adiabatic_iff {v w ε : ℝ} (hv : 0 < v) (hw : 0 < w) (hε : 0 < ε) :
    (∀ t, adiabaticityRatio v w t ≤ ε) ↔ 1 / ε ≤ w ^ 2 / v := by
  have hw2 : 0 < w ^ 2 := by positivity
  have e : v / w ^ 2 ≤ ε ↔ 1 / ε ≤ w ^ 2 / v := by
    rw [div_le_iff₀ hw2, div_le_div_iff₀ hε hv, one_mul, mul_comm ε]
  rw [← e]
  constructor
  · intro h
    rw [← (adiabaticityRatio_le hv hw 0).2.mpr rfl]
    exact h 0
  · exact fun h t => (adiabaticityRatio_le hv hw t).1.trans h

end

end SpinLockCrossing
```

```lean
#print axioms SpinLockCrossing.level_iff
#print axioms SpinLockCrossing.upper_state
#print axioms SpinLockCrossing.adiabaticityRatio_le
#print axioms SpinLockCrossing.adiabatic_iff
```

```
'SpinLockCrossing.level_iff' depends on axioms: [propext, Classical.choice, Quot.sound]
'SpinLockCrossing.upper_state' depends on axioms: [propext, Classical.choice, Quot.sound]
'SpinLockCrossing.adiabaticityRatio_le' depends on axioms: [propext, Classical.choice, Quot.sound]
'SpinLockCrossing.adiabatic_iff' depends on axioms: [propext, Classical.choice, Quot.sound]
```
